# Poisson summation bounds the egg-box error of a Gaussian on a uniform grid

**Q:** To get the charge of a Gaussian density on a real-space grid, I add the samples and multiply by the spacing. When I slide the Gaussian between grid points, the answer ripples: the egg-box effect. Can a theorem about infinite sums tell me how large that ripple is?

**A:** For a single Gaussian on an infinite one-dimensional grid, it can. Let h be the spacing, σ the width and s the centre. The grid sum and the exact integral are

G(s) = h ∑ₙ exp(−(nh − s)²/(2σ²)), with n running over all integers,

I = ∫ exp(−(x − s)²/(2σ²)) dx = σ√(2π).

With q = exp(−2π²σ²/h²), the relative error |G(s) − I|/I is at most 2q/(1 − q) for every s.

**Q:** Show me by hand where q comes from.

**A:** Replacing s by s + h only relabels the grid points, so G has period h. Its Fourier coefficients, for integer m, are

c_m = (1/h) ∫₀ʰ G(s) exp(−2πims/h) ds.

Insert the sum, exchange it with the integral, and set u = s − nh. The phase exp(−2πimn) is 1, and the shifted intervals tile the real line:

c_m = ∫ exp(−u²/(2σ²) − 2πimu/h) du.

Completing the square turns the exponent into

−(u + 2πimσ²/h)²/(2σ²) − 2π²m²σ²/h².

Moving the contour back to the real axis leaves the Gaussian integral, so c_m = I q^(m²). These coefficients are absolutely summable and G is continuous, so the series equals G. Pairing m = k + 1 with m = −(k + 1) gives

G(s) = I [1 + 2 ∑ₖ q^((k+1)²) cos(2π(k+1)s/h)], k = 0, 1, 2, …

Since 0 < q < 1 and (k+1)² ≥ k+1, the cosine sum is at most q + q² + … = q/(1 − q) in absolute value. That is the error bound.

**Q:** Now the formal version. Is its grid sum the quantity I compute?

**A:** It is the spacing times the sum of samples, with `n : ℤ` labelling grid points and real `h`, `σ` and `s`.

```lean
import Mathlib

open Real

namespace EggBoxPoisson

noncomputable section

/-- The grid approximation, with spacing `h`, to the integral of a Gaussian of width `σ` centred at
`s` (for `h > 0` and `σ ≠ 0`). -/
def gridSum (h σ s : ℝ) : ℝ :=
  h * ∑' n : ℤ, Real.exp (-(n * h - s) ^ 2 / (2 * σ ^ 2))
```

The Gaussian has height 1, not unit charge. For a unit charge, divide by σ√(2π); the bound on the charge error is then 2q/(1 − q) itself. The next definition is q.

```lean
/-- The damping factor `q = exp(-2π²σ²/h²)` of the first grid harmonic (for `h ≠ 0`). -/
def eggBoxFactor (h σ : ℝ) : ℝ := Real.exp (-2 * π ^ 2 * σ ^ 2 / h ^ 2)
```

Two short results place q between 0 and 1. The strict upper inequality is proved for positive spacing and width, which are also the only hypotheses of the error bounds.

```lean
/-- The damping factor is nonnegative. -/
lemma eggBoxFactor_nonneg (h σ : ℝ) : 0 ≤ eggBoxFactor h σ := (Real.exp_pos _).le

/-- The damping factor is smaller than one for positive spacing and width. -/
theorem eggBoxFactor_lt_one {h σ : ℝ} (hh : 0 < h) (hσ : 0 < σ) : eggBoxFactor h σ < 1 := by
  have p : 0 < 2 * π ^ 2 * σ ^ 2 / h ^ 2 := by positivity
  have e : -2 * π ^ 2 * σ ^ 2 / h ^ 2 = -(2 * π ^ 2 * σ ^ 2 / h ^ 2) := by ring
  rw [eggBoxFactor, e]
  exact Real.exp_lt_one_iff.2 (by linarith)
```

**Q:** Lean gives a divergent sum the value zero. How do I know that `gridSum` isn't such a case?

**A:** Summability is proved. The first lemma obtains it for a Gaussian with a linear term added to its exponent from the known convergence of the Jacobi theta series. The second expands (nh − s)² and pulls out the factor that does not depend on n.

```lean
/-- A Gaussian with a linear term in the exponent is summable over the integers. -/
lemma summable_gaussian {A : ℝ} (hA : 0 < A) (B : ℝ) :
    Summable fun n : ℤ => Real.exp (-A * n ^ 2 + B * n) := by
  have him : ∀ r : ℝ, ((r : ℂ) * Complex.I).im = r := by intro r; simp
  have hs := ((summable_jacobiTheta₂_term_iff (((-B / (2 * π) : ℝ) : ℂ) * Complex.I)
    (((A / π : ℝ) : ℂ) * Complex.I)).2 (by rw [him]; positivity)).norm
  convert hs using 2 with n
  rw [norm_jacobiTheta₂_term, him, him]
  congr 1
  field_simp
  ring

/-- The samples of a Gaussian on an infinite uniform grid are summable. -/
theorem summable_samples {h σ : ℝ} (hh : 0 < h) (hσ : 0 < σ) (s : ℝ) :
    Summable fun n : ℤ => Real.exp (-(n * h - s) ^ 2 / (2 * σ ^ 2)) := by
  have hs := (summable_gaussian (A := h ^ 2 / (2 * σ ^ 2)) (by positivity)
    (h * s / σ ^ 2)).mul_left (Real.exp (-(s ^ 2 / (2 * σ ^ 2))))
  have e : (fun n : ℤ => Real.exp (-(n * h - s) ^ 2 / (2 * σ ^ 2))) =
      fun n : ℤ => Real.exp (-(s ^ 2 / (2 * σ ^ 2))) *
        Real.exp (-(h ^ 2 / (2 * σ ^ 2)) * n ^ 2 + h * s / σ ^ 2 * n) := by
    funext n
    rw [← Real.exp_add]
    congr 1
    ring
  rw [e]
  exact hs
```

Periodicity is the relabelling step: `Equiv.addRight` shifts n by one, and the added h cancels.

```lean
/-- The grid sum is periodic in the position of the Gaussian, with the grid spacing as period. -/
theorem gridSum_periodic (h σ : ℝ) : Function.Periodic (gridSum h σ) h := by
  intro s
  have sh := (Equiv.addRight (1 : ℤ)).tsum_eq
    (fun n : ℤ => Real.exp (-(n * h - (s + h)) ^ 2 / (2 * σ ^ 2)))
  unfold gridSum
  rw [← sh]
  congr 1
  refine tsum_congr fun n => ?_
  have e : ((n + 1 : ℤ) : ℝ) * h - (s + h) = n * h - s := by push_cast; ring
  simp only [Equiv.coe_addRight, e]
```

**Q:** And the geometric-series estimate?

**A:** `harmonic_bound` proves it for arbitrary phases `θ`, using |cos| ≤ 1 and (k+1)² ≥ k+1. It also supplies convergence of the cosine series. `tsum_even` then does the pairing of positive and negative harmonics.

```lean
/-- The damped harmonics are summable for any phases, and their sum is at most `q/(1-q)`
in absolute value. -/
lemma harmonic_bound {q : ℝ} (h0 : 0 ≤ q) (h1 : q < 1) (θ : ℕ → ℝ) :
    Summable (fun k : ℕ => q ^ ((k + 1) ^ 2) * Real.cos (θ k)) ∧
      |∑' k : ℕ, q ^ ((k + 1) ^ 2) * Real.cos (θ k)| ≤ q / (1 - q) := by
  have hg := (hasSum_geometric_of_lt_one h0 h1).mul_left q
  have b : ∀ k : ℕ, ‖q ^ ((k + 1) ^ 2) * Real.cos (θ k)‖ ≤ q * q ^ k := by
    intro k
    rw [Real.norm_eq_abs, abs_mul, abs_of_nonneg (pow_nonneg h0 _)]
    calc q ^ ((k + 1) ^ 2) * |Real.cos (θ k)| ≤ q ^ ((k + 1) ^ 2) * 1 :=
          mul_le_mul_of_nonneg_left (Real.abs_cos_le_one _) (pow_nonneg h0 _)
      _ ≤ q ^ (k + 1) := by
          rw [mul_one]
          exact pow_le_pow_of_le_one h0 h1.le (by nlinarith)
      _ = q * q ^ k := pow_succ' q k
  refine ⟨Summable.of_norm_bounded hg.summable b, ?_⟩
  rw [div_eq_mul_inv]
  exact tsum_of_norm_bounded hg b

/-- A summable even series over all integers equals its central term plus twice the sum of the terms
with positive index. -/
lemma tsum_even {F : ℤ → ℝ} {g : ℕ → ℝ} (hg : Summable g)
    (h1 : ∀ k : ℕ, F (k + 1) = g k) (h2 : ∀ k : ℕ, F (-(k + 1)) = g k) :
    ∑' n, F n = F 0 + 2 * ∑' k, g k := by
  have a : HasSum (fun k : ℕ => F (k + 1)) (∑' k, g k) := by simpa only [h1] using hg.hasSum
  have b : HasSum (fun k : ℕ => F (-(k + 1))) (∑' k, g k) := by
    simpa only [h2] using hg.hasSum
  rw [(a.of_add_one_of_neg_add_one b).tsum_eq]
  ring
```

**Q:** Does the central proof compute Fourier coefficients as you did?

**A:** It uses Mathlib's Poisson formula for a complex Gaussian, `Complex.tsum_exp_neg_quadratic`, with a = 2πσ²/h² and the imaginary linear coefficient i s/h. One side of that formula contains the harmonics, the other the samples; `hL` and `hR` identify them. Taking real parts turns the phases into cosines, `hq` recognises the powers of q, and `tsum_even` folds the series. The prefactor comes from h√a = σ√(2π).

```lean
/-- Poisson summation for the grid sum: it equals `σ√(2π)` times one plus a cosine series in
the position `s`, whose `k`-th harmonic is damped by `q^(k²)`. -/
theorem gridSum_eq_fourier {h σ : ℝ} (hh : 0 < h) (hσ : 0 < σ) (s : ℝ) :
    gridSum h σ s = σ * √(2 * π) * (1 + 2 * ∑' k : ℕ,
      eggBoxFactor h σ ^ ((k + 1) ^ 2) * Real.cos (2 * π * (k + 1) * s / h)) := by
  obtain ⟨a, ha_def⟩ : ∃ a : ℝ, a = 2 * π * σ ^ 2 / h ^ 2 := ⟨_, rfl⟩
  have ha : 0 < a := by rw [ha_def]; positivity
  have P := Complex.tsum_exp_neg_quadratic (a := (a : ℂ)) (by simpa using ha)
    (((s / h : ℝ) : ℂ) * Complex.I)
  -- the two sides of the complex identity in real terms
  have hL : ∀ n : ℤ, -(π : ℂ) * a * (n : ℂ) ^ 2 + 2 * π * (((s / h : ℝ) : ℂ) * Complex.I) * n
      = ((-(π * a) * n ^ 2 : ℝ) : ℂ) + ((2 * π * n * s / h : ℝ) : ℂ) * Complex.I := by
    intro n; push_cast; ring
  have hR : ∀ n : ℤ, Complex.exp (-(π : ℂ) / a *
      (n + Complex.I * (((s / h : ℝ) : ℂ) * Complex.I)) ^ 2)
      = ((Real.exp (-(n * h - s) ^ 2 / (2 * σ ^ 2)) : ℝ) : ℂ) := by
    intro n
    have e : Complex.I * (((s / h : ℝ) : ℂ) * Complex.I) = -((s / h : ℝ) : ℂ) := by
      linear_combination ((s / h : ℝ) : ℂ) * Complex.I_sq
    have r : -(n * h - s) ^ 2 / (2 * σ ^ 2) = -π / a * (n + -(s / h)) ^ 2 := by
      rw [ha_def]
      field_simp
      ring
    rw [e, r]
    push_cast
    rfl
  have hsq : (a : ℂ) ^ (1 / 2 : ℂ) = ((√a : ℝ) : ℂ) := by
    rw [Real.sqrt_eq_rpow, Complex.ofReal_cpow ha.le]
    push_cast
    rfl
  simp_rw [hL, hR] at P
  rw [← Complex.ofReal_tsum, hsq] at P
  have hsum : Summable fun n : ℤ => Complex.exp
      (((-(π * a) * n ^ 2 : ℝ) : ℂ) + ((2 * π * n * s / h : ℝ) : ℂ) * Complex.I) := by
    have hn : ∀ u v : ℝ, ‖Complex.exp (u + v * Complex.I)‖ = Real.exp u := by
      intro u v; simp [Complex.norm_exp]
    refine Summable.of_norm ?_
    simp_rw [hn]
    simpa using summable_gaussian (A := π * a) (by positivity) 0
  have key : ∀ u v : ℝ, (Complex.exp (u + v * Complex.I)).re = Real.exp u * Real.cos v := by
    intro u v; simp [Complex.exp_re]
  have hc : ∀ r T : ℝ, (1 / (r : ℂ) * (T : ℂ)).re = 1 / r * T := by
    intro r T
    rw [← Complex.ofReal_one, ← Complex.ofReal_div, ← Complex.ofReal_mul, Complex.ofReal_re]
  have P' := congrArg Complex.re P
  rw [Complex.re_tsum hsum, hc] at P'
  simp_rw [key] at P'
  -- fold the even sum onto the positive harmonics
  have hq : ∀ k : ℕ, Real.exp (-(π * a) * ((k : ℝ) + 1) ^ 2)
      = eggBoxFactor h σ ^ ((k + 1) ^ 2) := by
    intro k
    rw [eggBoxFactor, ← Real.exp_nat_mul, ha_def]
    congr 1
    push_cast
    ring
  have E := tsum_even
    (F := fun n : ℤ => Real.exp (-(π * a) * n ^ 2) * Real.cos (2 * π * n * s / h))
    (harmonic_bound (eggBoxFactor_nonneg h σ) (eggBoxFactor_lt_one hh hσ)
      (fun k : ℕ => 2 * π * (k + 1) * s / h)).1
    (by intro k; push_cast; rw [hq])
    (by
      intro k
      have e : 2 * π * (-((k : ℝ) + 1)) * s / h = -(2 * π * (k + 1) * s / h) := by ring
      push_cast
      rw [e, Real.cos_neg, neg_sq, hq])
  have F0 : Real.exp (-(π * a) * ((0 : ℤ) : ℝ) ^ 2) * Real.cos (2 * π * ((0 : ℤ) : ℝ) * s / h)
      = 1 := by simp
  rw [P', F0] at E
  have hs : √a = √(2 * π) * (σ / h) := by
    rw [ha_def, show 2 * π * σ ^ 2 / h ^ 2 = 2 * π * (σ / h) ^ 2 by ring,
      Real.sqrt_mul (by positivity), Real.sqrt_sq (by positivity)]
  have hpos : √a ≠ 0 := (Real.sqrt_pos.2 ha).ne'
  have hha : h * √a = σ * √(2 * π) := by rw [hs]; field_simp
  rw [← hha, ← E, gridSum]
  field_simp
```

**Q:** Why does the statement have `k + 1` where I would write k?

**A:** Lean's natural numbers start at zero. If you wrote k in the summand and kept `k : ℕ`, the constant harmonic would enter the sum as an extra 1, and the bracket would begin with 1 + 2 = 3. For a broad Gaussian, the right-hand side would then be about three times the correct integral.

**Q:** Is the "exact integral" in the error bound a real integral, or just a name for σ√(2π)?

**A:** It is the Lebesgue integral over the real line. Its value is proved by translating the Gaussian to the origin and applying the standard formula.

```lean
/-- The exact integral of the Gaussian is `σ√(2π)`, wherever it is centred. -/
theorem integral_shifted_gaussian {σ : ℝ} (hσ : 0 < σ) (s : ℝ) :
    ∫ x : ℝ, Real.exp (-(x - s) ^ 2 / (2 * σ ^ 2)) = σ * √(2 * π) := by
  have e : ∀ x : ℝ, -(x - s) ^ 2 / (2 * σ ^ 2) = -(1 / (2 * σ ^ 2)) * (x - s) ^ 2 := by
    intro x; ring
  simp_rw [e]
  rw [MeasureTheory.integral_sub_right_eq_self
    (fun x : ℝ => Real.exp (-(1 / (2 * σ ^ 2)) * x ^ 2)) s, integral_gaussian,
    show π / (1 / (2 * σ ^ 2)) = σ ^ 2 * (2 * π) by rw [div_div_eq_mul_div]; ring,
    Real.sqrt_mul (by positivity), Real.sqrt_sq hσ.le]
```

The bound follows by substituting the Fourier series, so that the constant term cancels the integral, and multiplying the two-sided estimate from `harmonic_bound` by σ√(2π).

```lean
/-- Egg-box bound: the grid sum deviates from the exact integral by at most the fraction
`2q/(1-q)` of that integral, for every position of the Gaussian. -/
theorem eggBox_bound {h σ : ℝ} (hh : 0 < h) (hσ : 0 < σ) (s : ℝ) :
    |gridSum h σ s - ∫ x : ℝ, Real.exp (-(x - s) ^ 2 / (2 * σ ^ 2))| ≤
      2 * eggBoxFactor h σ / (1 - eggBoxFactor h σ) *
        ∫ x : ℝ, Real.exp (-(x - s) ^ 2 / (2 * σ ^ 2)) := by
  have hb := (harmonic_bound (eggBoxFactor_nonneg h σ) (eggBoxFactor_lt_one hh hσ)
    (fun k : ℕ => 2 * π * (k + 1) * s / h)).2
  have hc : 0 < σ * √(2 * π) := by positivity
  rw [integral_shifted_gaussian hσ, gridSum_eq_fourier hh hσ]
  rw [abs_le] at hb ⊢
  have h1 := mul_le_mul_of_nonneg_left hb.1 hc.le
  have h2 := mul_le_mul_of_nonneg_left hb.2 hc.le
  constructor
  · linear_combination 2 * h1
  · linear_combination 2 * h2
```

**Q:** An upper bound could be far too pessimistic. Is there really a ripple of order q?

**A:** Yes. Compare a Gaussian on a grid point with one midway between two:

G(0) − G(h/2) = 2I ∑ₖ q^((k+1)²) [1 − cos(π(k+1))] ≥ 4qI.

Every term is nonnegative, and the k = 0 term alone gives 4qI. In Lean, `le_tsum` keeps that one term, and the Fourier theorem converts the result back to grid sums.

**Q:** So what may I conclude about my electronic-structure code?

**A:** For the integrated charge of one Gaussian in this one-dimensional model, you can choose σ/h to meet a prescribed egg-box tolerance. When σ is much smaller than h, q approaches 1 and the upper bound tells you little. The theorems do not treat truncated grids, three dimensions or other density shapes. Nor do they bound the ripple in a total energy or in forces, where exchange-correlation and pseudopotential terms also contribute.

```lean
/-- The grid sums for a Gaussian centred on a grid point and midway between two grid points
differ by at least `4q` times the exact integral `σ√(2π)`. -/
theorem eggBox_lower_bound {h σ : ℝ} (hh : 0 < h) (hσ : 0 < σ) :
    4 * eggBoxFactor h σ * (σ * √(2 * π)) ≤ gridSum h σ 0 - gridSum h σ (h / 2) := by
  have q0 := eggBoxFactor_nonneg h σ
  have S := fun s : ℝ => (harmonic_bound q0 (eggBoxFactor_lt_one hh hσ)
    (fun k : ℕ => 2 * π * (k + 1) * s / h)).1
  -- every term of the difference is nonnegative, so the first one is a lower bound
  have L := ((S 0).sub (S (h / 2))).le_tsum 0 (by
    intro k _
    have e : 2 * π * ((k : ℝ) + 1) * 0 / h = 0 := by ring
    rw [e, Real.cos_zero, ← mul_sub]
    exact mul_nonneg (pow_nonneg q0 _) (sub_nonneg.2 (Real.cos_le_one _)))
  rw [(S 0).tsum_sub (S (h / 2))] at L
  have e0 : 2 * π * (((0 : ℕ) : ℝ) + 1) * 0 / h = 0 := by ring
  have e1 : 2 * π * (((0 : ℕ) : ℝ) + 1) * (h / 2) / h = π := by
    push_cast
    field_simp
    ring
  rw [e0, e1, Real.cos_zero, Real.cos_pi] at L
  norm_num only [zero_add, one_pow, pow_one] at L
  have hc : 0 ≤ σ * √(2 * π) := by positivity
  have M := mul_le_mul_of_nonneg_left L hc
  rw [gridSum_eq_fourier hh hσ, gridSum_eq_fourier hh hσ]
  linear_combination 2 * M

end

end EggBoxPoisson
```

```lean
#print axioms EggBoxPoisson.summable_samples
#print axioms EggBoxPoisson.gridSum_periodic
#print axioms EggBoxPoisson.eggBox_bound
#print axioms EggBoxPoisson.eggBox_lower_bound
```

```
'EggBoxPoisson.summable_samples' depends on axioms: [propext, Classical.choice, Quot.sound]
'EggBoxPoisson.gridSum_periodic' depends on axioms: [propext, Classical.choice, Quot.sound]
'EggBoxPoisson.eggBox_bound' depends on axioms: [propext, Classical.choice, Quot.sound]
'EggBoxPoisson.eggBox_lower_bound' depends on axioms: [propext, Classical.choice, Quot.sound]
```
